# Real matrices related by one common unitary are related by one real orthogonal matrix

Two lists of real Hamiltonians and observables may describe the same system in two bases connected by a complex unitary, and one can ask whether a real change of basis would do as well. The question mixes real and complex matrices, which are different types in Lean, so the first choice is how a real matrix is read as a complex one. Here that is an explicit map, `complexify`, which converts each entry and respects sums and products.

```lean
import Mathlib

open Matrix

namespace RealEquivalence

variable {n : Type*} [Fintype n] [DecidableEq n]

/-- A real matrix regarded as a complex matrix, entry by entry. -/
noncomputable def complexify : Matrix n n ℝ →+* Matrix n n ℂ :=
  Complex.ofRealHom.mapMatrix
```

A matrix \(U\) is said to intertwine \(A\) and \(B\) if \(UA = BU\); for unitary \(U\) this is the usual \(UAU^\dagger = B\). Unitarity is written `Uᴴ * U = 1`, and orthogonality of a real matrix \(O\) is `Oᵀ * O = 1`. The result is that for every unitary \(U\) there is one real orthogonal \(O\) that intertwines every pair of real matrices intertwined by \(U\). The matrices need not be symmetric, so real Hamiltonians are a special case.

In electronic structure, this applies to the matrices of one-electron operators: if they are real in two finite orthonormal orbital bases connected by a complex unitary matrix, then one real orthogonal matrix, of determinant \(+1\) or \(-1\), also takes the first set of matrices to the second. Two-electron integrals, which carry four orbital indices, are not covered by the theorem.

## The matrices are real: time reversal with square +1

If time reversal \(T\) satisfies \(T^2 = +1\), there is a basis in which it acts as complex conjugation, and operators that commute with it have real matrices. The passage from the symmetry to that basis is the step the theorems leave to the reader: they start from real matrices.

Reality enters in two places. First, the adjoint of a real matrix is its transpose.

```lean
/-- The adjoint of a real matrix, regarded as complex, is its transpose. -/
theorem complexify_conjTranspose (A : Matrix n n ℝ) :
    (complexify A)ᴴ = complexify Aᵀ := by
  ext i j
  simp [complexify, Matrix.conjTranspose_apply]
```

Second, write \(U = X + iY\) with \(X, Y\) real. For real \(A\) and \(B\), the equation \(UA = BU\) reads

\[
XA + iYA = BX + iBY ,
\]

and comparing real and imaginary parts gives \(XA = BX\) and \(YA = BY\). The Lean proof makes this comparison entry by entry, applying `re` and then `im` to both sides.

```lean
/-- If a complex matrix intertwines two real matrices, then so do its real part and its
imaginary part. -/
theorem re_im_intertwine {U : Matrix n n ℂ} {A B : Matrix n n ℝ}
    (h : U * complexify A = complexify B * U) :
    U.map Complex.re * A = B * U.map Complex.re ∧
      U.map Complex.im * A = B * U.map Complex.im := by
  constructor
  · ext i j
    have h' := congrArg (fun M : Matrix n n ℂ => (M i j).re) h
    simpa [complexify, Matrix.mul_apply] using h'
  · ext i j
    have h' := congrArg (fun M : Matrix n n ℂ => (M i j).im) h
    simpa [complexify, Matrix.mul_apply] using h'
```

If one matrix of the pair is allowed to be complex, the conclusion can fail, as the Pauli matrices show at the end.

## The change of basis is unitary: overlaps are preserved

Unitarity says that the change of basis preserves inner products, and hence transition probabilities. The derivation uses it first to handle transposes. The adjoint of \(UA = BU\) is \(A^T U^\dagger = U^\dagger B^T\). Multiplying by \(U\) on both sides and using \(U^\dagger U = UU^\dagger = 1\) gives

\[
U A^T = U A^T U^\dagger U = U U^\dagger B^T U = B^T U .
\]

In the proof, `h'` is the adjoint equation and the `calc` block is this chain.

```lean
/-- A unitary that intertwines two real matrices also intertwines their transposes. -/
theorem transpose_intertwine {U : Matrix n n ℂ} (hU : Uᴴ * U = 1) {A B : Matrix n n ℝ}
    (h : U * complexify A = complexify B * U) :
    U * complexify Aᵀ = complexify Bᵀ * U := by
  have hU' : U * Uᴴ = 1 := mul_eq_one_comm.1 hU
  have h' : complexify Aᵀ * Uᴴ = Uᴴ * complexify Bᵀ := by
    have h2 := congrArg Matrix.conjTranspose h
    rwa [Matrix.conjTranspose_mul, Matrix.conjTranspose_mul, complexify_conjTranspose,
      complexify_conjTranspose] at h2
  calc U * complexify Aᵀ = U * (complexify Aᵀ * Uᴴ) * U := by
        rw [mul_assoc, mul_assoc, hU, mul_one]
    _ = complexify Bᵀ * U := by rw [h', ← mul_assoc, hU', one_mul]
```

The second use is weaker: \(U\) is invertible. Its real and imaginary parts may both be singular, but some real combination of them is not. Consider the real polynomial \(p(t) = \det(X + tY)\). Since \(p(i) = \det U \neq 0\), it is not the zero polynomial, so it has only finitely many roots, and some real \(t\) has \(p(t) \neq 0\).

The Lean proof argues by contradiction. `M` is the matrix with polynomial entries; if its determinant vanished at every real \(t\), it would be the zero polynomial (`hzero`), and evaluation at \(i\) would give \(\det U = 0\).

```lean
/-- If a complex matrix is invertible, some real combination of its real and imaginary
parts is invertible as well. -/
theorem exists_real_det_ne_zero {U : Matrix n n ℂ} (hU : U.det ≠ 0) :
    ∃ t : ℝ, (U.map Complex.re + t • U.map Complex.im).det ≠ 0 := by
  by_contra! hcon
  -- the determinant as a real polynomial in the mixing parameter
  let M : Matrix n n (Polynomial ℝ) :=
    Matrix.of fun i j => Polynomial.C (U i j).re + Polynomial.X * Polynomial.C (U i j).im
  have hzero : M.det = 0 := by
    apply Polynomial.funext
    intro t
    have h1 : (Polynomial.evalRingHom t).mapMatrix M
        = U.map Complex.re + t • U.map Complex.im := by
      ext i j
      simp [M]
      ring
    have h2 := RingHom.map_det (Polynomial.evalRingHom t) M
    rw [h1, hcon t] at h2
    simpa using h2
  -- at the imaginary unit the polynomial returns the determinant of `U`
  have h3 : (Polynomial.eval₂RingHom Complex.ofRealHom Complex.I).mapMatrix M = U := by
    ext i j
    apply Complex.ext <;> simp [M]
  have h4 := RingHom.map_det (Polynomial.eval₂RingHom Complex.ofRealHom Complex.I) M
  rw [h3, hzero, map_zero] at h4
  exact hU h4.symm
```

For general real matrices, invertibility of \(U\) is not enough. Take

\[
A = \begin{pmatrix} 1 & 1 \\ 0 & 2 \end{pmatrix}, \qquad
B = \begin{pmatrix} 1 & 0 \\ 0 & 2 \end{pmatrix}, \qquad
W = \begin{pmatrix} 1 & -1 \\ 0 & 1 \end{pmatrix}.
\]

Then \(WA = BW\) with \(W\) invertible, but an orthogonal \(O\) with \(OA = BO\) would make \(A = O^T B O\) symmetric, which it is not. For symmetric \(A\) and \(B\) this obstruction is absent, because the transposed relation is then the original one.

## The basis is finite: an inverse square root from the spectral theorem

The index type `n` is finite, as for a truncated basis set or a finite lattice of spins. This was already used in the determinant and in passing from \(U^\dagger U = 1\) to \(UU^\dagger = 1\); in infinite dimension the one-sided shift \((x_0, x_1, \dots) \mapsto (0, x_0, x_1, \dots)\) satisfies the first equation and not the second. It is used again to diagonalise a positive definite matrix.

Let \(P\) be real positive definite, with \(P = V D V^T\), \(V\) orthogonal and \(D\) diagonal with entries \(d_i > 0\). Set \(F = D^{-1/2}\) and \(R = V F V^T\). Then \(R\) is symmetric and

\[
RPR = V F D F V^T = V V^T = 1 .
\]

Suppose \(MP = PM\), and put \(N = V^T M V\). Then \(ND = DN\), that is, \(N_{ij} d_j = d_i N_{ij}\). So \(N_{ij} = 0\) unless \(d_i = d_j\): \(M\) couples only equal eigenvalues. In either case \(N_{ij} d_j^{-1/2} = d_i^{-1/2} N_{ij}\), so \(NF = FN\), and returning to the original basis gives \(MR = RM\).

In Lean, `f` holds the diagonal entries of \(F\), `hf` is \(FDF = 1\), and `hN` and `hNf` are the two commutation relations. The case split on `h0` is the distinction between zero and nonzero \(N_{ij}\).

```lean
/-- A real positive definite matrix `P` has a symmetric inverse square root that commutes
with every matrix commuting with `P`. -/
theorem exists_inv_sqrt {P : Matrix n n ℝ} (hP : P.PosDef) :
    ∃ R : Matrix n n ℝ, Rᵀ = R ∧ R * P * R = 1 ∧ ∀ M, M * P = P * M → M * R = R * M := by
  obtain ⟨V, d, hV, hd, hPV⟩ : ∃ (V : Matrix n n ℝ) (d : n → ℝ),
      Vᵀ * V = 1 ∧ (∀ i, 0 < d i) ∧ P = V * diagonal d * Vᵀ := by
    have hs : star (hP.isHermitian.eigenvectorUnitary : Matrix n n ℝ)
        = (hP.isHermitian.eigenvectorUnitary : Matrix n n ℝ)ᵀ := by
      rw [Matrix.star_eq_conjTranspose, Matrix.conjTranspose_eq_transpose_of_trivial]
    refine ⟨hP.isHermitian.eigenvectorUnitary,
      RCLike.ofReal ∘ hP.isHermitian.eigenvalues, ?_, ?_, ?_⟩
    · rw [← hs]
      exact Matrix.mem_unitaryGroup_iff'.1 hP.isHermitian.eigenvectorUnitary.2
    · intro i
      simpa using hP.eigenvalues_pos i
    · have h := hP.isHermitian.spectral_theorem
      rw [Unitary.conjStarAlgAut_apply, hs] at h
      exact h
  have hV' : V * Vᵀ = 1 := mul_eq_one_comm.1 hV
  let f : n → ℝ := fun i => (√(d i))⁻¹
  have hf : diagonal f * diagonal d * diagonal f = 1 := by
    rw [diagonal_mul_diagonal, diagonal_mul_diagonal, ← diagonal_one]
    congr 1
    funext i
    have h : d i = √(d i) * √(d i) := (Real.mul_self_sqrt (hd i).le).symm
    have h0 : √(d i) ≠ 0 := (Real.sqrt_pos.2 (hd i)).ne'
    change (√(d i))⁻¹ * d i * (√(d i))⁻¹ = 1
    generalize √(d i) = s at h h0 ⊢
    rw [h]
    field_simp
  refine ⟨V * diagonal f * Vᵀ, ?_, ?_, ?_⟩
  · simp [Matrix.transpose_mul, Matrix.mul_assoc]
  · calc V * diagonal f * Vᵀ * P * (V * diagonal f * Vᵀ)
        = V * diagonal f * (Vᵀ * V) * diagonal d * (Vᵀ * V) * diagonal f * Vᵀ := by
          rw [hPV]; simp only [mul_assoc]
      _ = V * (diagonal f * diagonal d * diagonal f) * Vᵀ := by
          rw [hV]; simp only [mul_assoc, one_mul]
      _ = 1 := by rw [hf, mul_one, hV']
  · intro M hM
    -- in the eigenbasis, `M` only couples equal eigenvalues
    have hN : (Vᵀ * M * V) * diagonal d = diagonal d * (Vᵀ * M * V) := by
      calc (Vᵀ * M * V) * diagonal d = Vᵀ * (M * (V * diagonal d * Vᵀ)) * V := by
            simp only [mul_assoc, hV, mul_one]
        _ = Vᵀ * ((V * diagonal d * Vᵀ) * M) * V := by rw [← hPV, hM]
        _ = (Vᵀ * V) * diagonal d * (Vᵀ * M * V) := by simp only [mul_assoc]
        _ = diagonal d * (Vᵀ * M * V) := by rw [hV, one_mul]
    have hNf : (Vᵀ * M * V) * diagonal f = diagonal f * (Vᵀ * M * V) := by
      ext i j
      have h := congrArg (fun K : Matrix n n ℝ => K i j) hN
      simp only [Matrix.mul_diagonal, Matrix.diagonal_mul] at h ⊢
      by_cases h0 : (Vᵀ * M * V) i j = 0
      · rw [h0, zero_mul, mul_zero]
      · have hij : d j = d i := mul_left_cancel₀ h0 (h.trans (mul_comm _ _))
        simp only [f, hij]
        ring
    calc M * (V * diagonal f * Vᵀ) = (V * Vᵀ) * M * (V * diagonal f * Vᵀ) := by
          rw [hV', one_mul]
      _ = V * ((Vᵀ * M * V) * diagonal f) * Vᵀ := by simp only [mul_assoc]
      _ = V * diagonal f * Vᵀ * M * (V * Vᵀ) := by rw [hNf]; simp only [mul_assoc]
      _ = V * diagonal f * Vᵀ * M := by rw [hV', mul_one]
```

## One change of basis serves every observable

A change of basis acts on the Hamiltonian and on all observables at once, so the same \(U\) must intertwine every pair. The derivation respects this by building \(O\) from \(U\) alone.

Choose \(t\) with \(S = X + tY\) invertible. Every real pair intertwined by \(U\) satisfies \(SA = BS\). The transposed pair is also intertwined by \(U\), so \(SA^T = B^T S\), and transposing gives \(AS^T = S^T B\). Let \(P = S^T S\), which is positive definite because \(v^T P v = |Sv|^2 > 0\) for \(v \neq 0\). Then

\[
AP = AS^T S = S^T B S = S^T S A = PA ,
\]

so \(A\) commutes with \(R\), the inverse square root of \(P\). Now let \(O = SR\), the orthogonal polar factor of \(S\):

\[
O^T O = R S^T S R = 1, \qquad
OA = SRA = SAR = BSR = BO .
\]

In the proof, `hint` is \(SA = BS\) for all pairs, `h2` is the transposed relation, and `h4` is \(AR = RA\). In the statement, \(O\) is produced before \(A\) and \(B\) are named.

```lean
/-- For every unitary `U` there is a single real orthogonal `O` that intertwines every pair
of real matrices intertwined by `U`. -/
theorem exists_orthogonal_of_unitary {U : Matrix n n ℂ} (hU : Uᴴ * U = 1) :
    ∃ O : Matrix n n ℝ, Oᵀ * O = 1 ∧
      ∀ A B : Matrix n n ℝ, U * complexify A = complexify B * U → O * A = B * O := by
  have hdet : U.det ≠ 0 := by
    intro h0
    have h := congrArg Matrix.det hU
    rw [Matrix.det_mul, h0, mul_zero, Matrix.det_one] at h
    exact zero_ne_one h
  obtain ⟨t, ht⟩ := exists_real_det_ne_zero hdet
  set S := U.map Complex.re + t • U.map Complex.im with hS
  have hint : ∀ A B : Matrix n n ℝ,
      U * complexify A = complexify B * U → S * A = B * S := by
    intro A B h
    obtain ⟨h1, h2⟩ := re_im_intertwine h
    rw [hS, Matrix.add_mul, Matrix.mul_add, Matrix.smul_mul, Matrix.mul_smul, h1, h2]
  have hP : (Sᵀ * S).PosDef := by
    rw [← Matrix.conjTranspose_eq_transpose_of_trivial]
    exact Matrix.PosDef.conjTranspose_mul_self S (Matrix.mulVec_injective_of_isUnit
      ((Matrix.isUnit_iff_isUnit_det S).2 (isUnit_iff_ne_zero.2 ht)))
  obtain ⟨R, hRt, hR, hcomm⟩ := exists_inv_sqrt hP
  -- `S * R` is orthogonal and intertwines every real pair that `U` intertwines
  refine ⟨S * R, ?_, ?_⟩
  · rw [Matrix.transpose_mul, hRt, ← hR]
    simp only [mul_assoc]
  · intro A B h
    have h1 := hint A B h
    have h2 : A * Sᵀ = Sᵀ * B := by
      have h3 := congrArg Matrix.transpose (hint Aᵀ Bᵀ (transpose_intertwine hU h))
      simpa [Matrix.transpose_mul] using h3
    have h4 : A * R = R * A := by
      apply hcomm
      rw [← mul_assoc, h2, mul_assoc, ← h1, mul_assoc]
    rw [mul_assoc, ← h4, ← mul_assoc, h1, mul_assoc]
```

The version for families follows. Let \(A_j\) and \(B_j\) be real matrices labelled by any index set `ι`. A common unitary with \(UA_j = B_jU\) for all \(j\) exists exactly when a common real orthogonal \(O\) with \(OA_j = B_jO\) exists. The forward direction applies the previous theorem to each \(j\) with the same \(O\); for the converse, a real orthogonal matrix read as complex is unitary.

```lean
/-- Two families of real matrices, symmetric or not, are related by one common unitary
exactly when they are related by one common real orthogonal matrix. -/
theorem unitary_equiv_iff_orthogonal_equiv {ι : Type*} (A B : ι → Matrix n n ℝ) :
    (∃ U : Matrix n n ℂ, Uᴴ * U = 1 ∧
        ∀ j, U * complexify (A j) = complexify (B j) * U) ↔
      ∃ O : Matrix n n ℝ, Oᵀ * O = 1 ∧ ∀ j, O * A j = B j * O := by
  constructor
  · rintro ⟨U, hU, h⟩
    obtain ⟨O, hO, hAB⟩ := exists_orthogonal_of_unitary hU
    exact ⟨O, hO, fun j => hAB _ _ (h j)⟩
  · rintro ⟨O, hO, h⟩
    refine ⟨complexify O, ?_, fun j => ?_⟩
    · rw [complexify_conjTranspose, ← map_mul, hO, map_one]
    · rw [← map_mul, h j, map_mul]
```

Separate unitaries for separate \(j\) would not suffice. With \(A_1 = A_2 = B_1 = \sigma_z\) and \(B_2 = -\sigma_z\), each pair is unitarily equivalent, but a common \(U\) would satisfy \(\sigma_z U = U\sigma_z = -\sigma_z U\), hence \(U = 0\).

## A complex unitary from \(\sigma_x\) to \(\sigma_z\), replaced by a real orthogonal matrix

Take \(A = \sigma_x\), \(B = \sigma_z\) and

\[
U = \frac{1}{\sqrt2}\begin{pmatrix} 1 & 1 \\ i & -i \end{pmatrix}, \qquad
S = X + tY = \frac{1}{\sqrt2}\begin{pmatrix} 1 & 1 \\ t & -t \end{pmatrix}.
\]

Here \(UA = BU\), and \(X\) and \(Y\) are both singular, but \(\det S = -t\). With \(t = 2\),

\[
P = S^T S = \frac12\begin{pmatrix} 5 & -3 \\ -3 & 5 \end{pmatrix}, \qquad
R = \frac14\begin{pmatrix} 3 & 1 \\ 1 & 3 \end{pmatrix}, \qquad
O = SR = \frac{1}{\sqrt2}\begin{pmatrix} 1 & 1 \\ 1 & -1 \end{pmatrix}.
\]

The eigenvalues of \(P\) are 1 and 4, and those of \(R\) are 1 and \(1/2\). Both \(O\sigma_x\) and \(\sigma_z O\) equal \(\frac{1}{\sqrt2}\begin{pmatrix} 1 & 1 \\ -1 & 1 \end{pmatrix}\).

## One complex matrix in the pair: \(\sigma_y\) and \(\sigma_z\)

Both matrices are Hermitian with eigenvalues \(\pm1\), and the unitary

\[
U = \frac12\begin{pmatrix} 1+i & 1-i \\ 1+i & i-1 \end{pmatrix}
\]

satisfies \(U\sigma_y = \sigma_z U\). Suppose a real orthogonal \(O\) did the same. Numbering rows and columns from 0, as Lean does, the entries in column 0 of \(O\sigma_y = \sigma_z O\) are

\[
iO_{01} = O_{00}, \qquad iO_{11} = -O_{10} .
\]

The left sides are imaginary and the right sides real, so \(O_{00} = O_{10} = 0\). This contradicts \((O^T O)_{00} = 1\). Since \(\sigma_z\) is real, a single complex matrix in the pair is enough to defeat the conclusion.

The Lean proof checks the unitary entry by entry, then obtains the two zeros as `h0` and `h1` and the contradiction from `h2`.

```lean
/-- The Pauli matrices `σ_y` and `σ_z` are related by a unitary, but by no real orthogonal
matrix. -/
theorem pauli_not_orthogonal_equiv :
    (∃ U : Matrix (Fin 2) (Fin 2) ℂ, Uᴴ * U = 1 ∧
        U * !![0, -Complex.I; Complex.I, 0] = !![1, 0; 0, -1] * U) ∧
      ¬ ∃ O : Matrix (Fin 2) (Fin 2) ℝ, Oᵀ * O = 1 ∧
        complexify O * !![0, -Complex.I; Complex.I, 0] = !![1, 0; 0, -1] * complexify O := by
  constructor
  · refine ⟨!![(1 + Complex.I) / 2, (1 - Complex.I) / 2;
      (1 + Complex.I) / 2, (Complex.I - 1) / 2], ?_, ?_⟩
    · have hc : (starRingEnd ℂ) 2 = 2 := by
        apply Complex.ext <;> simp
      ext i j
      fin_cases i <;> fin_cases j <;>
        simp [Matrix.mul_apply, Fin.sum_univ_two, Complex.ext_iff, hc] <;> norm_num
    · ext i j
      fin_cases i <;> fin_cases j <;>
        simp [Matrix.mul_apply, Fin.sum_univ_two, Complex.ext_iff] <;> norm_num
  · rintro ⟨O, hO, h⟩
    -- comparing real parts, the first column of `O` vanishes
    have h0 : O 0 0 = 0 := by
      have h' := congrArg (fun M : Matrix (Fin 2) (Fin 2) ℂ => (M 0 0).re) h
      simp [complexify, Matrix.mul_apply, Fin.sum_univ_two] at h'
      linarith
    have h1 : O 1 0 = 0 := by
      have h' := congrArg (fun M : Matrix (Fin 2) (Fin 2) ℂ => (M 1 0).re) h
      simp [complexify, Matrix.mul_apply, Fin.sum_univ_two] at h'
      linarith
    have h2 := congrArg (fun M : Matrix (Fin 2) (Fin 2) ℝ => M 0 0) hO
    simp [Matrix.mul_apply, Fin.sum_univ_two, h0, h1] at h2

end RealEquivalence
```

```lean
#print axioms RealEquivalence.unitary_equiv_iff_orthogonal_equiv
-- 'RealEquivalence.unitary_equiv_iff_orthogonal_equiv' depends on axioms: [propext, Classical.choice, Quot.sound]
#print axioms RealEquivalence.pauli_not_orthogonal_equiv
-- 'RealEquivalence.pauli_not_orthogonal_equiv' depends on axioms: [propext, Classical.choice, Quot.sound]
```
